# Averages of a power-bounded linear iteration converge at rate 1/n when 1 − B is invertible

Let $x_{n+1}=Bx_n+c$, where $B$ is a bounded operator with $\|B^n\|\le C$ for all $n$ and $1-B$ has a bounded inverse. If $p=Bp+c$, then for every $n\ge1$

$$\Big\|\frac1n\sum_{k=0}^{n-1}x_k-p\Big\|\le\frac{(1+C)\,\|(1-B)^{-1}(x_0-p)\|}{n}.$$

The iterates themselves need not converge; they may oscillate about $p$ for ever.

```lean
import Mathlib

open Filter Topology

namespace AveragedLinearIteration

noncomputable section

variable {𝕜 E : Type*} [RCLike 𝕜] [NormedAddCommGroup E] [NormedSpace 𝕜 E]
```

The vectors live in a normed space `E` over `𝕜`, which is $\mathbb R$ or $\mathbb C$. The dimension may be infinite, and completeness is not required.

```lean
/-- The linear iteration `x (n+1) = B x n + c` started at `x₀`. -/
def iter (B : E →L[𝕜] E) (c x₀ : E) : ℕ → E
  | 0 => x₀
  | n + 1 => B (iter B c x₀ n) + c
```

`E →L[𝕜] E` is the type of bounded linear operators on `E`. The two lines of the definition give the starting vector $x_0$ and the step $x_{n+1}=Bx_n+c$, so `iter B c x₀ n` is $x_n$.

In a self-consistent field calculation, $x_n$ could be the density at step $n$ and $B$ the Jacobian of the update at the solution. The theorems then describe the linearised iteration with $B$ held fixed, not the full nonlinear cycle.

```lean
/-- The average of the first `n` iterates `x 0, …, x (n-1)`, for `n ≥ 1`. -/
def average (B : E →L[𝕜] E) (c x₀ : E) (n : ℕ) : E :=
  (n : 𝕜)⁻¹ • ∑ k ∈ Finset.range n, iter B c x₀ k
```

`Finset.range n` is the set $\{0,\dots,n-1\}$, so this is $a_n=\frac1n\sum_{k=0}^{n-1}x_k$.

In code, no history needs to be stored. Start with $m=0$ and, for $n=0,1,\dots$, update $m\leftarrow m+(x_n-m)/(n+1)$ before computing $x_{n+1}$; $m$ is then $a_{n+1}$. The average is only read off. Linear mixing, by contrast, feeds its mixture back into the next step.

```lean
/-- The deviation from a fixed point `p` is propagated by the powers of `B`. -/
theorem iter_sub_fixedPoint (B : E →L[𝕜] E) {c p : E} (x₀ : E)
    (hp : B p + c = p) (n : ℕ) :
    iter B c x₀ n - p = (B ^ n) (x₀ - p) := by
  induction n with
  | zero => simp [iter]
  | succ n ih =>
    have hpow : (B ^ (n + 1)) (x₀ - p) = B ((B ^ n) (x₀ - p)) := by
      rw [pow_succ']; rfl
    have hc : c = p - B p := by
      rw [eq_sub_iff_add_eq, add_comm]; exact hp
    rw [hpow, ← ih, map_sub]
    change B (iter B c x₀ n) + c - p = _
    -- the inhomogeneity cancels against the fixed-point equation
    calc B (iter B c x₀ n) + c - p
        = B (iter B c x₀ n) + (p - B p) - p := congrArg (fun z => B (iter B c x₀ n) + z - p) hc
      _ = B (iter B c x₀ n) - B p := by abel
```

The hypothesis `hp` is the fixed-point equation. Subtracting it from the iteration removes $c$:

$$x_{n+1}-p=Bx_n+c-(Bp+c)=B(x_n-p).$$

Induction gives $x_n-p=B^n(x_0-p)$. The Lean proof does the same, writing $c$ as $p-Bp$.

```lean
/-- The powers of `B` acting on a difference `u - B u` sum to a telescoping series. -/
theorem sum_pow_telescope (B : E →L[𝕜] E) (u : E) (n : ℕ) :
    ∑ k ∈ Finset.range n, (B ^ k) (u - B u) = u - (B ^ n) u := by
  induction n with
  | zero => simp
  | succ n ih =>
    have hpow : (B ^ (n + 1)) u = (B ^ n) (B u) := by
      rw [pow_succ]; rfl
    rw [Finset.sum_range_succ, ih, map_sub, hpow]
    abel
```

Each term is $B^k(u-Bu)=B^ku-B^{k+1}u$, so neighbouring terms cancel and

$$\sum_{k=0}^{n-1}B^k(u-Bu)=u-B^nu.$$

Lean adds one term at a time by induction; `abel` carries out the cancellation.

```lean
/-- If the initial deviation from the fixed point `p` is `u - B u`, the average of the
first `n ≥ 1` iterates deviates from `p` by exactly `(u - B ^ n u) / n`. -/
theorem average_sub_fixedPoint (B : E →L[𝕜] E) {c p x₀ u : E}
    (hp : B p + c = p) (hu : u - B u = x₀ - p) {n : ℕ} (hn : 0 < n) :
    average B c x₀ n - p = (n : 𝕜)⁻¹ • (u - (B ^ n) u) := by
  have hn' : (n : 𝕜) ≠ 0 := Nat.cast_ne_zero.mpr hn.ne'
  have hs : ∑ k ∈ Finset.range n, iter B c x₀ k
      = (n : 𝕜) • p + (u - (B ^ n) u) := by
    have he : ∑ k ∈ Finset.range n, (B ^ k) (x₀ - p)
        = ∑ k ∈ Finset.range n, (iter B c x₀ k - p) :=
      Finset.sum_congr rfl fun k _ => (iter_sub_fixedPoint B x₀ hp k).symm
    rw [← sum_pow_telescope B u n, hu, he, Finset.sum_sub_distrib, Finset.sum_const,
      Finset.card_range, ← Nat.cast_smul_eq_nsmul 𝕜]
    abel
  rw [average, hs, smul_add, smul_smul, inv_mul_cancel₀ hn', one_smul, add_sub_cancel_left]
```

Suppose the initial error has the form $x_0-p=u-Bu$. Summing the errors from the first lemma and applying the second gives

$$\sum_{k=0}^{n-1}x_k=np+(u-B^nu),\qquad a_n-p=\frac{u-B^nu}{n}.$$

This is an equality. The intermediate statement `hs` is the left-hand formula, and the last line divides by $n$.

```lean
/-- Let all powers of `B` be bounded in norm by `C`, let `R` be a bounded right inverse of
`1 - B`, and let `p` be a fixed point. The average of the first `n ≥ 1` iterates is
within `(1 + C) ‖R (x₀ - p)‖ / n` of `p`. -/
theorem norm_average_sub_le (B R : E →L[𝕜] E) {C : ℝ} {c p : E} (x₀ : E)
    (hC : ∀ n : ℕ, ‖B ^ n‖ ≤ C) (hR : (1 - B) * R = 1) (hp : B p + c = p)
    {n : ℕ} (hn : 0 < n) :
    ‖average B c x₀ n - p‖ ≤ (1 + C) * ‖R (x₀ - p)‖ / n := by
  -- write the initial error as `u - B u` with `u = R (x₀ - p)`
  have hu : R (x₀ - p) - B (R (x₀ - p)) = x₀ - p := DFunLike.congr_fun hR (x₀ - p)
  have hb : ‖R (x₀ - p) - (B ^ n) (R (x₀ - p))‖ ≤ (1 + C) * ‖R (x₀ - p)‖ := by
    have h1 := norm_sub_le (R (x₀ - p)) ((B ^ n) (R (x₀ - p)))
    have h2 := (B ^ n).le_of_opNorm_le (hC n) (R (x₀ - p))
    linarith
  rw [average_sub_fixedPoint B hp hu hn, norm_smul, norm_inv, RCLike.norm_natCast,
    inv_mul_eq_div]
  exact div_le_div_of_nonneg_right hb (Nat.cast_nonneg n)
```

This is the main bound. `hC` says that no error is amplified beyond a factor $C$, however long the iteration runs. `hR` says $(1-B)R=1$, where the product is composition; the inverse of $1-B$ is such an $R$, but a right inverse suffices. Together with `hC`, it excludes a nonzero error $v=Bv$, which averaging could never remove: writing $v=w-Bw$ with $w=Rv$, the telescoping sum gives $nv=w-B^nw$, which stays bounded as $n$ grows only if $v=0$.

Put $u=R(x_0-p)$. Then $u-Bu=x_0-p$, which is `hu`, and the triangle inequality gives `hb`:

$$\|u-B^nu\|\le\|u\|+\|B^n\|\,\|u\|\le(1+C)\|u\|.$$

Dividing by $n$ and using the exact formula completes the proof.

```lean
/-- If the powers of `B` are bounded in norm and `1 - B` has a bounded right inverse, the
averages of the iterates converge to the fixed point `p` from every start. -/
theorem tendsto_average (B R : E →L[𝕜] E) {C : ℝ} {c p : E} (x₀ : E)
    (hC : ∀ n : ℕ, ‖B ^ n‖ ≤ C) (hR : (1 - B) * R = 1) (hp : B p + c = p) :
    Tendsto (average B c x₀) atTop (𝓝 p) := by
  rw [tendsto_iff_norm_sub_tendsto_zero]
  refine squeeze_zero' (Eventually.of_forall fun n => norm_nonneg _) ?_
    (tendsto_const_div_atTop_nhds_zero_nat ((1 + C) * ‖R (x₀ - p)‖))
  filter_upwards [eventually_gt_atTop 0] with n hn
  exact norm_average_sub_le B R x₀ hC hR hp hn
```

`Tendsto … atTop (𝓝 p)` reads $a_n\to p$ as $n\to\infty$. The error is squeezed between zero and a constant divided by $n$.

```lean
/-- Non-decaying oscillation: if `B` preserves norms and `1 - B` has a bounded right inverse
`R`, the `n`-th iterate is as far from the fixed point `p` as the start, while the average of
the first `n ≥ 1` iterates is within `2 ‖R (x₀ - p)‖ / n` of `p`. -/
theorem oscillation_average (B R : E →L[𝕜] E) {c p : E} (x₀ : E)
    (hB : ∀ v, ‖B v‖ = ‖v‖) (hR : (1 - B) * R = 1) (hp : B p + c = p)
    {n : ℕ} (hn : 0 < n) :
    ‖iter B c x₀ n - p‖ = ‖x₀ - p‖ ∧
      ‖average B c x₀ n - p‖ ≤ 2 * ‖R (x₀ - p)‖ / n := by
  have hpow : ∀ (k : ℕ) (v : E), ‖(B ^ k) v‖ = ‖v‖ := by
    intro k v
    induction k with
    | zero => simp
    | succ k ih =>
      have h : (B ^ (k + 1)) v = B ((B ^ k) v) := by
        rw [pow_succ']; rfl
      rw [h, hB, ih]
  have hC : ∀ k : ℕ, ‖B ^ k‖ ≤ 1 := fun k =>
    ContinuousLinearMap.opNorm_le_bound _ zero_le_one fun v => by rw [hpow, one_mul]
  refine ⟨by rw [iter_sub_fixedPoint B x₀ hp, hpow], ?_⟩
  have h := norm_average_sub_le B R x₀ hC hR hp hn
  rwa [one_add_one_eq_two] at h
```

Now let $\|Bv\|=\|v\|$ for every $v$, and keep the right inverse $R$ of $1-B$. A rotation of the plane by an angle that is not a multiple of $2\pi$ meets both conditions; a rotation of three-dimensional space does not, because it leaves its axis fixed. Then $\|B^nv\|=\|v\|$ by induction, so

$$\|x_n-p\|=\|x_0-p\|,\qquad\|a_n-p\|\le\frac{2\|R(x_0-p)\|}{n}.$$

The first relation says that the error of the iterates never shrinks. The second is the main bound with $C=1$.

```lean
/-- The sign flip `B = -1` has all powers bounded in norm by `1`, and half the identity is a
right inverse of `1 - B`. -/
theorem signFlip_witness :
    (∀ n : ℕ, ‖(-1 : E →L[𝕜] E) ^ n‖ ≤ 1) ∧
      (1 - (-1 : E →L[𝕜] E)) * ((2 : 𝕜)⁻¹ • (1 : E →L[𝕜] E)) = 1 := by
  constructor
  · intro n
    rcases neg_one_pow_eq_or (E →L[𝕜] E) n with h | h
    · rw [h]
      exact ContinuousLinearMap.norm_id_le
    · rw [h, norm_neg]
      exact ContinuousLinearMap.norm_id_le
  · ext v
    change (2 : 𝕜)⁻¹ • v - -((2 : 𝕜)⁻¹ • v) = v
    have h2 : (2 : 𝕜)⁻¹ + (2 : 𝕜)⁻¹ = 1 := by norm_num
    rw [sub_neg_eq_add, ← add_smul, h2, one_smul]
```

The simplest oscillation is $B=-1$, where the iterates jump between $x_0$ and its mirror image about $p$. Its powers are $\pm1$, so $C=1$ works, and $1-B=2$ has the right inverse $R=\tfrac12$. Lean checks the two signs separately, then verifies $\tfrac12v+\tfrac12v=v$.

```lean
/-- Sharpness: for the sign flip `B = -1` with fixed point `p` and every odd `n`, the error of
the average equals `(1 + C) ‖R (x₀ - p)‖ / n` with `C = 1` and `R` half the identity. -/
theorem signFlip_sharp {c p : E} (x₀ : E) (hp : (-1 : E →L[𝕜] E) p + c = p)
    {n : ℕ} (hn : Odd n) :
    ‖average (-1 : E →L[𝕜] E) c x₀ n - p‖
      = (1 + 1) * ‖((2 : 𝕜)⁻¹ • (1 : E →L[𝕜] E)) (x₀ - p)‖ / n := by
  have hu : (2 : 𝕜)⁻¹ • (x₀ - p) - (-1 : E →L[𝕜] E) ((2 : 𝕜)⁻¹ • (x₀ - p)) = x₀ - p :=
    DFunLike.congr_fun (signFlip_witness (𝕜 := 𝕜) (E := E)).2 (x₀ - p)
  have h2 : ‖(2 : 𝕜)⁻¹‖ = (2 : ℝ)⁻¹ := by simp
  -- an odd power of the flip is the flip itself
  rw [average_sub_fixedPoint _ hp hu hn.pos, hn.neg_one_pow, hu, norm_smul, norm_inv,
    RCLike.norm_natCast]
  change _ = (1 + 1) * ‖(2 : 𝕜)⁻¹ • (x₀ - p)‖ / n
  rw [norm_smul, h2]
  ring

end

end AveragedLinearIteration
```

For odd $n$, $B^n=-1$. With $u=\tfrac12(x_0-p)$ the exact formula gives

$$\|a_n-p\|=\frac{\|2u\|}{n}=\frac{\|x_0-p\|}{n}=\frac{(1+1)\,\|\tfrac12(x_0-p)\|}{n}.$$

The bound is attained. Taking $x_0\ne p$ shows that for $C=1$ the factor $1+C=2$ cannot be replaced by a smaller one.

```lean
#print axioms AveragedLinearIteration.tendsto_average
#print axioms AveragedLinearIteration.oscillation_average
#print axioms AveragedLinearIteration.signFlip_sharp
```

```
'AveragedLinearIteration.tendsto_average' depends on axioms: [propext, Classical.choice, Quot.sound]
'AveragedLinearIteration.oscillation_average' depends on axioms: [propext, Classical.choice, Quot.sound]
'AveragedLinearIteration.signFlip_sharp' depends on axioms: [propext, Classical.choice, Quot.sound]
```
